# Monopole and dipole weights of 1s→2s and 1s→2p in a hydrogen-like ion cross at $q=3Z/2$

The bound states enter here as explicit radial formulas for one electron in the field of a bare nucleus of charge $Z$, and not as solutions derived from the Schrödinger equation. The momentum transfer $q$ enters only through the spherical Bessel functions $j_0$ and $j_1$, which come from the multipole expansion of $e^{i\mathbf q\cdot\mathbf r}$. The formulas, their normalisation and that expansion are inputs. What is proved concerns the radial integrals

$$I_L=\int_0^\infty r^2R_{10}(r)\,R_{2L}(r)\,j_L(qr)\,dr,\qquad L=0,1,$$

for every $Z>0$ and $q>0$ in atomic units. Hydrogen is $Z=1$. The weights compared are $I_0^2$ for 2s and $3I_1^2$ for the three 2p states together.

For this one-electron model, without screening or core-hole relaxation, the result shows how a dipole-forbidden core excitation overtakes the dipole one as $q$ grows, in non-resonant inelastic X-ray scattering or in electron energy loss treated in the first Born approximation.

## Radial functions and transition weights

```lean
import Mathlib

open MeasureTheory Set

namespace CoreExcitationMultipoles

noncomputable section
```

This loads the mathematical library Mathlib and opens a namespace for the definitions.

```lean
/-- Radial 1s function of a hydrogen-like ion of nuclear charge `Z`, in atomic units. -/
def R10 (Z r : ℝ) : ℝ := 2 * (Z * √Z) * Real.exp (-(Z * r))
```

`R10` takes two real numbers, $Z$ and $r$, and returns $R_{10}(r)=2Z^{3/2}e^{-Zr}$. The power $Z^{3/2}$ is written as `Z * √Z`.

```lean
/-- Radial 2s function of a hydrogen-like ion. -/
def R20 (Z r : ℝ) : ℝ := √2 / 2 * (Z * √Z) * (1 - Z * r / 2) * Real.exp (-(Z * r / 2))
```

This is $R_{20}(r)=\frac{1}{\sqrt2}Z^{3/2}\left(1-\frac{Zr}{2}\right)e^{-Zr/2}$.

```lean
/-- Radial 2p function of a hydrogen-like ion. -/
def R21 (Z r : ℝ) : ℝ := √6 / 12 * (Z * √Z) * (Z * r) * Real.exp (-(Z * r / 2))
```

This is $R_{21}(r)=\frac{1}{2\sqrt6}Z^{3/2}\,Zr\,e^{-Zr/2}$, since $\sqrt6/12=1/(2\sqrt6)$. All three functions carry the usual normalisation $\int_0^\infty r^2R^2\,dr=1$.

```lean
/-- Spherical Bessel function of order zero, for nonzero argument. -/
def j0 (x : ℝ) : ℝ := Real.sin x / x
```

This is $j_0(x)=\sin x/x$. Its argument below is $qr$, which is positive throughout the integration range.

```lean
/-- Spherical Bessel function of order one, for nonzero argument. -/
def j1 (x : ℝ) : ℝ := Real.sin x / x ^ 2 - Real.cos x / x
```

This is $j_1(x)=\sin x/x^2-\cos x/x$.

```lean
/-- Radial integral from 1s to the radial function `R` with the radial multipole `j`
at momentum transfer `q`. -/
def radialIntegral (Z : ℝ) (R j : ℝ → ℝ) (q : ℝ) : ℝ :=
  ∫ r in Ioi (0 : ℝ), r ^ 2 * (R10 Z r * R r) * j (q * r)
```

`Ioi (0 : ℝ)` is the open half-line $r>0$. The arguments `R` and `j` are themselves functions, so one definition serves both channels: `radialIntegral Z (R20 Z) j0 q` is $I_0$, and `radialIntegral Z (R21 Z) j1 q` is $I_1$.

```lean
/-- Weight of the monopole transition 1s to 2s. -/
def monopoleWeight (Z q : ℝ) : ℝ := radialIntegral Z (R20 Z) j0 q ^ 2
```

The monopole weight is $I_0^2$.

```lean
/-- Weight of the dipole transition 1s to 2p, with the multipole factor 3. -/
def dipoleWeight (Z q : ℝ) : ℝ := 3 * radialIntegral Z (R21 Z) j1 q ^ 2
```

The dipole weight is $3I_1^2$. The factor $3=2L+1$ is what the angular part gives after summing over the three 2p states.

## Moments of a damped oscillation

```lean
/-- The `n`-th radial moment of a damped oscillation with amplitudes `A` and `B`. -/
def moment (a q : ℝ) (n : ℕ) (A B : ℝ) : ℝ :=
  ∫ r in Ioi (0 : ℝ), r ^ n * (Real.exp (-(a * r)) * (A * Real.sin (q * r) + B * Real.cos (q * r)))
```

Both transition integrals reduce to

$$M_n(A,B)=\int_0^\infty r^n e^{-ar}\,(A\sin qr+B\cos qr)\,dr .$$

```lean
/-- All moments of an exponentially damped oscillation converge. -/
theorem moment_integrable (a q : ℝ) (ha : 0 < a) (n : ℕ) (A B : ℝ) :
    Integrable (fun r : ℝ => r ^ n * (Real.exp (-(a * r)) *
      (A * Real.sin (q * r) + B * Real.cos (q * r)))) (volume.restrict (Ioi 0)) := by
  have hI : Integrable (fun r : ℝ => r ^ n * Real.exp (-(a * r))) (volume.restrict (Ioi 0)) := by
    have h := Real.integral_rpow_mul_exp_neg_mul_Ioi (a := (n : ℝ) + 1) (r := a)
      (by positivity) ha
    simp only [add_sub_cancel_right, Real.rpow_natCast] at h
    -- a divergent integral would have the value zero, but this one is positive
    by_contra hc
    rw [integral_undef hc] at h
    have hp : 0 < (1 / a) ^ ((n : ℝ) + 1) * Real.Gamma ((n : ℝ) + 1) :=
      mul_pos (Real.rpow_pos_of_pos (by positivity) _) (Real.Gamma_pos_of_pos (by positivity))
    exact hp.ne h
  refine (hI.const_mul (|A| + |B|)).mono (Continuous.aestronglyMeasurable (by fun_prop))
    (ae_of_all _ fun r => ?_)
  have hb : |A * Real.sin (q * r) + B * Real.cos (q * r)| ≤ |A| + |B| := by
    refine (abs_add_le _ _).trans ?_
    rw [abs_mul, abs_mul]
    exact add_le_add (mul_le_of_le_one_right (abs_nonneg _) (Real.abs_sin_le_one _))
      (mul_le_of_le_one_right (abs_nonneg _) (Real.abs_cos_le_one _))
  calc ‖r ^ n * (Real.exp (-(a * r)) * (A * Real.sin (q * r) + B * Real.cos (q * r)))‖
      = |r ^ n * Real.exp (-(a * r))| * |A * Real.sin (q * r) + B * Real.cos (q * r)| := by
        rw [← mul_assoc, Real.norm_eq_abs, abs_mul]
    _ ≤ |r ^ n * Real.exp (-(a * r))| * (|A| + |B|) :=
        mul_le_mul_of_nonneg_left hb (abs_nonneg _)
    _ = ‖(|A| + |B|) * (r ^ n * Real.exp (-(a * r)))‖ := by
        rw [Real.norm_eq_abs, abs_mul (|A| + |B|),
          abs_of_nonneg (add_nonneg (abs_nonneg A) (abs_nonneg B)), mul_comm]
```

For $a>0$ the integrand of $M_n$ is integrable. By hand, its absolute value is at most $(|A|+|B|)\,r^ne^{-ar}$, and $\int_0^\infty r^ne^{-ar}dr=n!/a^{n+1}$ is finite.

The Lean proof makes the same comparison. It obtains convergence of the bounding integral indirectly: Lean gives a divergent integral the value zero, while the Gamma-function formula gives a positive value.

```lean
/-- Integration by parts relates a damped moment to the one of next lower order, or to a boundary
value when `n = 0`. -/
theorem moment_recursion (a q : ℝ) (ha : 0 < a) (n : ℕ) (A B : ℝ) :
    moment a q n (a * A + q * B) (a * B - q * A) =
      n * moment a q (n - 1) A B + 0 ^ n * B := by
  have hder : ∀ r : ℝ, HasDerivAt (fun r : ℝ => r ^ n * (Real.exp (-(a * r)) *
        (A * Real.sin (q * r) + B * Real.cos (q * r))))
      (n * (r ^ (n - 1) * (Real.exp (-(a * r)) *
        (A * Real.sin (q * r) + B * Real.cos (q * r)))) -
      r ^ n * (Real.exp (-(a * r)) *
        ((a * A + q * B) * Real.sin (q * r) + (a * B - q * A) * Real.cos (q * r)))) r := by
    intro r
    have he : HasDerivAt (fun r : ℝ => Real.exp (-(a * r))) (-a * Real.exp (-(a * r))) r := by
      have h := ((hasDerivAt_id' r).const_mul (-a)).exp
      simp only [neg_mul, mul_one] at h
      exact h.congr_deriv (by ring)
    have hl : HasDerivAt (fun r : ℝ => q * r) q r := by
      simpa using (hasDerivAt_id' r).const_mul q
    exact ((hasDerivAt_pow n r).fun_mul (he.fun_mul
      ((hl.sin.const_mul A).fun_add (hl.cos.const_mul B)))).congr_deriv (by ring)
  have i0 := moment_integrable a q ha n A B
  have i1 := (moment_integrable a q ha (n - 1) A B).const_mul (n : ℝ)
  have i2 := moment_integrable a q ha n (a * A + q * B) (a * B - q * A)
  have h := integral_Ioi_of_hasDerivAt_of_tendsto' (a := 0) (fun r _ => hder r) (i1.sub i2)
    (tendsto_zero_of_hasDerivAt_of_integrableOn_Ioi (a := 0) (fun r _ => hder r) (i1.sub i2) i0)
  have e := integral_sub i1 i2
  rw [integral_const_mul] at e
  have hz : n * moment a q (n - 1) A B - moment a q n (a * A + q * B) (a * B - q * A) =
      -(0 ^ n * B) := e.symm.trans (h.trans (by simp))
  linear_combination -hz
```

This is integration by parts. The product rule gives

$$\frac{d}{dr}\left[r^ne^{-ar}(A\sin qr+B\cos qr)\right]=n\,r^{n-1}e^{-ar}(A\sin qr+B\cos qr)-r^ne^{-ar}\left[(aA+qB)\sin qr+(aB-qA)\cos qr\right].$$

The bracket on the left vanishes at infinity. At $r=0$ it equals $B$ if $n=0$ and zero otherwise, which Lean writes as `0 ^ n * B`. Integration therefore gives

$$M_n(aA+qB,\;aB-qA)=n\,M_{n-1}(A,B)+0^nB .$$

For $n=0$ the term with $M_{n-1}$ is absent. Lean reads `0 - 1` as `0` for natural numbers, and the factor `n` then makes the term zero.

In the proof, `hder` is the product rule. The limit at infinity follows because the function and its derivative are both integrable.

```lean
/-- Closed form of the integral of a damped oscillation with linear and quadratic terms. -/
theorem damped_integral (a q C A B : ℝ) (ha : 0 < a) (f : ℝ → ℝ)
    (hf : ∀ r, 0 < r → f r = Real.exp (-(a * r)) * (C * r * Real.sin (q * r) +
      r ^ 2 * (A * Real.sin (q * r) + B * Real.cos (q * r)))) :
    ∫ r in Ioi (0 : ℝ), f r = C * (2 * a * q) / (a ^ 2 + q ^ 2) ^ 2 +
      2 * ((3 * a ^ 2 * q - q ^ 3) * A + (a ^ 3 - 3 * a * q ^ 2) * B) / (a ^ 2 + q ^ 2) ^ 3 := by
  have hD : a ^ 2 + q ^ 2 ≠ 0 := by positivity
  have hs : ∫ r in Ioi (0 : ℝ), f r = moment a q 1 C 0 + moment a q 2 A B := by
    unfold moment
    rw [← integral_add (moment_integrable a q ha 1 C 0) (moment_integrable a q ha 2 A B)]
    refine setIntegral_congr_fun measurableSet_Ioi fun r hr => ?_
    rw [hf r hr]
    ring
  -- solve the recursion for the moment with prescribed amplitudes
  have hr : ∀ (n : ℕ) (A B : ℝ), moment a q n A B =
      n * moment a q (n - 1) ((a * A - q * B) / (a ^ 2 + q ^ 2))
        ((a * B + q * A) / (a ^ 2 + q ^ 2)) + 0 ^ n * ((a * B + q * A) / (a ^ 2 + q ^ 2)) := by
    intro n A B
    have h := moment_recursion a q ha n ((a * A - q * B) / (a ^ 2 + q ^ 2))
      ((a * B + q * A) / (a ^ 2 + q ^ 2))
    have e1 : a * ((a * A - q * B) / (a ^ 2 + q ^ 2)) +
        q * ((a * B + q * A) / (a ^ 2 + q ^ 2)) = A := by
      field_simp
      ring
    have e2 : a * ((a * B + q * A) / (a ^ 2 + q ^ 2)) -
        q * ((a * A - q * B) / (a ^ 2 + q ^ 2)) = B := by
      field_simp
      ring
    rwa [e1, e2] at h
  have h0 : ∀ A B, moment a q 0 A B = (a * B + q * A) / (a ^ 2 + q ^ 2) :=
    fun A B => by simpa using hr 0 A B
  have h1 : ∀ A B, moment a q 1 A B = moment a q 0 ((a * A - q * B) / (a ^ 2 + q ^ 2))
      ((a * B + q * A) / (a ^ 2 + q ^ 2)) := fun A B => by simpa using hr 1 A B
  have h2 : ∀ A B, moment a q 2 A B = 2 * moment a q 1 ((a * A - q * B) / (a ^ 2 + q ^ 2))
      ((a * B + q * A) / (a ^ 2 + q ^ 2)) := fun A B => by simpa using hr 2 A B
  rw [hs, h2, h1, h1, h0, h0]
  field_simp
  ring
```

The recursion prescribes the amplitudes on the left in terms of those on the right, so it has to be inverted. With $D=a^2+q^2$, set

$$A'=\frac{aA-qB}{D},\qquad B'=\frac{aB+qA}{D}.$$

Then $aA'+qB'=A$ and $aB'-qA'=B$; these are `e1` and `e2`. Hence

$$M_0(A,B)=B'=\frac{aB+qA}{D},$$

$$M_1(A,B)=M_0(A',B')=\frac{2aqA+(a^2-q^2)B}{D^2},$$

$$M_2(A,B)=2M_1(A',B')=\frac{2\left[(3a^2q-q^3)A+(a^3-3aq^2)B\right]}{D^3}.$$

The theorem states the value of $M_1(C,0)+M_2(A,B)$ for any function `f` that equals the combined integrand at every $r>0$. The step `h0` is the first line above, and `h1` and `h2` are the first equalities of the other two lines. Finally, these are substituted, `field_simp` clears denominators and `ring` checks the remaining polynomial identity.

## Closed forms and the crossover

```lean
/-- Closed forms of the monopole integral for 1s to 2s and the dipole integral for 1s to 2p. -/
theorem transition_integrals (Z q : ℝ) (hZ : 0 < Z) (hq : 0 < q) :
    radialIntegral Z (R20 Z) j0 q = 4 * √2 * Z ^ 4 * q ^ 2 / (q ^ 2 + 9 / 4 * Z ^ 2) ^ 3 ∧
    radialIntegral Z (R21 Z) j1 q = 2 * √6 * Z ^ 5 * q / (q ^ 2 + 9 / 4 * Z ^ 2) ^ 3 := by
  have ha : 0 < 3 * Z / 2 := by positivity
  have hs : √Z * √Z = Z := Real.mul_self_sqrt hZ.le
  have hE : ∀ r, Real.exp (-(3 * Z / 2 * r)) =
      Real.exp (-(Z * r)) * Real.exp (-(Z * r / 2)) := by
    intro r; rw [← Real.exp_add]; congr 1; ring
  have hD : q ^ 2 + 9 / 4 * Z ^ 2 ≠ 0 := by positivity
  have hDa : (3 * Z / 2) ^ 2 + q ^ 2 = q ^ 2 + 9 / 4 * Z ^ 2 := by ring
  constructor
  · refine (damped_integral (3 * Z / 2) q (√2 * Z ^ 3 / q) (-(√2 * Z ^ 4 / (2 * q))) 0 ha _
      fun r hr => ?_).trans ?_
    · have hr0 : r ≠ 0 := ne_of_gt hr
      have hj : r ^ 2 * j0 (q * r) = r * Real.sin (q * r) / q := by unfold j0; field_simp
      rw [hE]; unfold R10 R20
      linear_combination (√2 * (1 - Z * r / 2) * Real.exp (-(Z * r)) *
        Real.exp (-(Z * r / 2))) * (Z ^ 2 * r ^ 2 * j0 (q * r) * hs + Z ^ 3 * hj)
    · rw [hDa]
      generalize √2 = t
      generalize hDe : q ^ 2 + 9 / 4 * Z ^ 2 = D at hD ⊢
      field_simp
      subst hDe
      ring
  · refine (damped_integral (3 * Z / 2) q (√6 / 6 * Z ^ 4 / q ^ 2) 0 (-(√6 / 6 * Z ^ 4 / q)) ha _
      fun r hr => ?_).trans ?_
    · have hr0 : r ≠ 0 := ne_of_gt hr
      have hj : r ^ 3 * j1 (q * r) =
          r * Real.sin (q * r) / q ^ 2 - r ^ 2 * Real.cos (q * r) / q := by
        unfold j1; field_simp
      rw [hE]; unfold R10 R21
      linear_combination (√6 / 6 * Real.exp (-(Z * r)) *
        Real.exp (-(Z * r / 2))) * (Z ^ 3 * r ^ 3 * j1 (q * r) * hs + Z ^ 4 * hj)
    · rw [hDa]
      generalize √6 = t
      generalize hDe : q ^ 2 + 9 / 4 * Z ^ 2 = D at hD ⊢
      field_simp
      subst hDe
      ring
```

The names `hZ` and `hq` label the assumptions $Z>0$ and $q>0$, and `∧` means "and". The product of the exponentials is $e^{-ar}$ with $a=3Z/2$, so $D=q^2+\tfrac94Z^2$.

For the monopole, the integrand is $\frac{\sqrt2Z^3}{q}\left(r-\frac{Zr^2}{2}\right)e^{-ar}\sin qr$. The moments give

$$I_0=\frac{\sqrt2Z^3}{D^3}\left[2aD-Z(3a^2-q^2)\right]=\frac{4\sqrt2\,Z^4q^2}{D^3},$$

because $3Z\left(q^2+\tfrac94Z^2\right)-\tfrac{27}{4}Z^3+Zq^2=4Zq^2$.

For the dipole, $r^3j_1(qr)=r\sin(qr)/q^2-r^2\cos(qr)/q$, and so

$$I_1=\frac{\sqrt6}{6}Z^4\,\frac{2a}{qD^3}\left[D-(a^2-3q^2)\right]=\frac{\sqrt6}{6}Z^4\,\frac{8aq}{D^3}=\frac{2\sqrt6\,Z^5q}{D^3}.$$

In each half of the proof, `damped_integral` is applied with these coefficients. The step `linear_combination` confirms that the integrand has the required form, using $\sqrt Z\sqrt Z=Z$ (`hs`) and the rewritten Bessel function (`hj`). The algebra then simplifies the result.

```lean
/-- The monopole and dipole weights as rational functions of charge and momentum transfer. -/
theorem weights (Z q : ℝ) (hZ : 0 < Z) (hq : 0 < q) :
    monopoleWeight Z q = 32 * Z ^ 8 * q ^ 4 / (q ^ 2 + 9 / 4 * Z ^ 2) ^ 6 ∧
    dipoleWeight Z q = 72 * Z ^ 10 * q ^ 2 / (q ^ 2 + 9 / 4 * Z ^ 2) ^ 6 := by
  have h2 : √2 ^ 2 = (2 : ℝ) := Real.sq_sqrt (by norm_num)
  have h6 : √6 ^ 2 = (6 : ℝ) := Real.sq_sqrt (by norm_num)
  unfold monopoleWeight dipoleWeight
  rw [(transition_integrals Z q hZ hq).1, (transition_integrals Z q hZ hq).2]
  generalize q ^ 2 + 9 / 4 * Z ^ 2 = D
  constructor
  · linear_combination (16 * Z ^ 8 * q ^ 4 / D ^ 6) * h2
  · linear_combination (12 * Z ^ 10 * q ^ 2 / D ^ 6) * h6
```

Squaring gives

$$I_0^2=\frac{32Z^8q^4}{D^6},\qquad 3I_1^2=\frac{72Z^{10}q^2}{D^6}.$$

The proof substitutes the closed forms and uses $(\sqrt2)^2=2$ and $(\sqrt6)^2=6$.

```lean
/-- The monopole weight exceeds the dipole weight exactly when the momentum transfer
exceeds `3 Z / 2`. -/
theorem monopole_exceeds_dipole_iff (Z q : ℝ) (hZ : 0 < Z) (hq : 0 < q) :
    dipoleWeight Z q < monopoleWeight Z q ↔ 3 * Z / 2 < q := by
  obtain ⟨hm, hd⟩ := weights Z q hZ hq
  have hK : 0 < 32 * Z ^ 8 * q ^ 2 / (q ^ 2 + 9 / 4 * Z ^ 2) ^ 6 * (q + 3 * Z / 2) := by
    positivity
  -- the difference of the weights changes sign only through the factor q - 3Z/2
  have hdiff : monopoleWeight Z q - dipoleWeight Z q =
      32 * Z ^ 8 * q ^ 2 / (q ^ 2 + 9 / 4 * Z ^ 2) ^ 6 * (q + 3 * Z / 2) * (q - 3 * Z / 2) := by
    rw [hm, hd]
    generalize q ^ 2 + 9 / 4 * Z ^ 2 = D
    ring
  rw [← sub_pos, hdiff, mul_pos_iff_of_pos_left hK, sub_pos]
```

The symbol `↔` means "if and only if". Subtracting the weights gives

$$I_0^2-3I_1^2=\frac{32Z^8q^2}{D^6}\left(q+\frac{3Z}{2}\right)\left(q-\frac{3Z}{2}\right).$$

Everything before the last factor is positive (`hK`), so the monopole weight is the larger one exactly when $q>3Z/2$. For hydrogen this is $q>3/2$ in inverse Bohr radii. The identity for the difference is `hdiff`, and the last line of the proof reads off the sign.

```lean
/-- The sum of the monopole weight to 2s and the dipole weight to 2p. -/
theorem total_weight (Z q : ℝ) (hZ : 0 < Z) (hq : 0 < q) :
    monopoleWeight Z q + dipoleWeight Z q =
      32 * Z ^ 8 * q ^ 2 / (q ^ 2 + 9 / 4 * Z ^ 2) ^ 5 := by
  obtain ⟨hm, hd⟩ := weights Z q hZ hq
  have hD : q ^ 2 + 9 / 4 * Z ^ 2 ≠ 0 := by positivity
  rw [hm, hd, ← add_div, div_eq_div_iff (pow_ne_zero 6 hD) (pow_ne_zero 5 hD)]
  ring

end

end CoreExcitationMultipoles
```

The sum is

$$I_0^2+3I_1^2=\frac{32Z^8q^2\left(q^2+\tfrac94Z^2\right)}{D^6}=\frac{32Z^8q^2}{D^5}.$$

One factor of $D$ cancels, which Lean verifies by cross-multiplying. This is the total weight for excitation from 1s into the $n=2$ shell of the model; other shells and the continuum are not included.

```lean
#print axioms CoreExcitationMultipoles.monopole_exceeds_dipole_iff
-- 'CoreExcitationMultipoles.monopole_exceeds_dipole_iff' depends on axioms: [propext, Classical.choice, Quot.sound]
#print axioms CoreExcitationMultipoles.total_weight
-- 'CoreExcitationMultipoles.total_weight' depends on axioms: [propext, Classical.choice, Quot.sound]
```

## Hydrogen at two momentum transfers

Take $Z=1$ and $q=3/2$, so that $D=9/2$. The numerators are $32q^4=162$ and $72q^2=162$, and both weights equal $162/(9/2)^6=128/6561\approx0.0195$.

At $q=2$ we have $D=25/4$, and the numerators are $512$ and $288$. The weights are about $0.0086$ for the monopole and $0.0048$ for the dipole, a ratio of $16/9$.

## The elastic form factor of the 1s state

The moment $M_1$ also gives the 1s form factor by hand. The decay constant is now $a=2Z$, and

$$\int_0^\infty r^2R_{10}(r)^2j_0(qr)\,dr=\frac{4Z^3}{q}\cdot\frac{4Zq}{(q^2+4Z^2)^2}=\frac{16Z^4}{(q^2+4Z^2)^2}.$$

It tends to $1$ as $q\to0$, as the normalisation of $R_{10}$ requires. This formula is not among the theorems in the file.
